# Finitely many real levels with zero sum and squares summing to 2m have absolute values summing to 2√m exactly when each level is 0 or ±√m

The lemma concerns a finite list of real energy levels `e k`, taken as dimensionless numbers, whose sum is zero and whose squares sum to 2m. It says that their absolute values sum to 2√m if and only if every level satisfies e³ = m e, which means that each level is 0, √m or −√m. No Hamiltonian enters the statement, and the levels are constrained only by the two sums. In the forward direction, the attempt uses the zero sum to show that no |e k| exceeds √m, then shows that the non-negative terms |e k|(√m − |e k|) add up to zero, so each of them vanishes. For the converse it derives √m |e k| = (e k)² for each level, sums over the levels and cancels √m, treating √m = 0 separately.

An attempt in Lean 4 with a fault in it:

```lean
import Mathlib

open Matrix

namespace MinimalPiEnergy

noncomputable section

variable {𝕜 : Type*} [RCLike 𝕜] {n : ℕ} {A : Matrix (Fin n) (Fin n) 𝕜}

/-- For levels with zero sum and squares summing to `2m`, the absolute values sum to `2√m`
exactly when every level satisfies `e³ = m e`. -/
theorem sum_abs_eq_iff (e : Fin n → ℝ) (m : ℝ) (h1 : ∑ k, e k = 0)
    (h2 : ∑ k, e k ^ 2 = 2 * m) :
    ∑ k, |e k| = 2 * √m ↔ ∀ k, e k ^ 3 = m * e k := by
  have hm : 0 ≤ m := by
    have : 0 ≤ ∑ k, e k ^ 2 := Finset.sum_nonneg fun k _ => sq_nonneg _
    linarith
  have hss : √m * √m = m := Real.mul_self_sqrt hm
  constructor
  · intro h
    -- a level is balanced by all the others, so it carries at most half the total
    have hb : ∀ k, |e k| ≤ √m := by
      intro k
      have a1 := Finset.add_sum_erase Finset.univ e (Finset.mem_univ k)
      have a2 := Finset.add_sum_erase Finset.univ (fun j => |e j|) (Finset.mem_univ k)
      have a3 := Finset.abs_sum_le_sum_abs e (Finset.univ.erase k)
      have a4 : e k = -∑ j ∈ Finset.univ.erase k, e j := by linarith
      have a5 : |e k| = |∑ j ∈ Finset.univ.erase k, e j| := by rw [a4, abs_neg]
      simp only at a2
      linarith
    have hz : ∑ k, |e k| * (√m - |e k|) = 0 := by
      have : ∑ k, |e k| * (√m - |e k|) = √m * ∑ k, |e k| - ∑ k, e k ^ 2 := by
        rw [Finset.mul_sum, ← Finset.sum_sub_distrib]
        refine Finset.sum_congr rfl fun k _ => ?_
        rw [← sq_abs (e k)]
        ring
      rw [this, h, h2]
      linear_combination 2 * hss
    have hall := (Finset.sum_eq_zero_iff_of_nonneg fun k _ =>
      mul_nonneg (abs_nonneg (e k)) (sub_nonneg.2 (hb k))).1 hz
    intro k
    rcases mul_eq_zero.1 (hall k (Finset.mem_univ k)) with h | h
    · rw [abs_eq_zero.1 h]
      ring
    · have hk : e k ^ 2 = m := by
        rw [← sq_abs, ← sub_eq_zero.1 h, sq, hss]
      linear_combination e k * hk
  · intro h
    have hk : ∀ k, √m * |e k| = e k ^ 2 := by
      intro k
      have h' : e k * (e k ^ 2 - m) = 0 := by linear_combination h k
      rcases mul_eq_zero.1 h' with h' | h'
      · simp [h']
      · rw [← sub_eq_zero.1 h', Real.sqrt_sq_eq_abs, ← sq, sq_abs]
    have hsum : √m * ∑ k, |e k| = √m * (2 * √m) := by
      rw [Finset.mul_sum, Finset.sum_congr rfl fun k _ => hk k, h2]
      linear_combination -2 * hss
    by_cases hs : √m = 0
    · rw [hs, mul_zero]
      refine Finset.sum_eq_zero fun k _ => ?_
      have h' := hk k
      rw [hs, zero_mul] at h'
      rw [pow_eq_zero_iff two_ne_zero |>.1 h'.symm, abs_zero]
    · exact mul_left_cancel₀ hs hsum

end

end MinimalPiEnergy
```

The compiler's answer:

```
Main.lean:30:6: error: `simp` made no progress
```

Cause. The error comes from `simp only at a2`, in the proof that |e k| ≤ √m. The hypothesis `a2` is `Finset.add_sum_erase` applied to the function `fun j => |e j|`. Called without any lemmas, `simp only` could still have done basic reductions, such as turning `(fun j => |e j|) k` into `|e k|`. Here there was nothing of that kind left to do, because Lean had already put the function's values in place when it formed the type of `a2`. When `simp` leaves its target unchanged it raises an error, so a step that was merely superfluous stopped the proof.

The diff deletes that line and changes nothing else. The `linarith` that follows can use `a2` as it stands: together with `a3`, `a5` and the assumed total `h`, it gives 2|e k| ≤ 2√m, which is the bound wanted.

The repair, with which the file compiles:

```diff
@@ -28,5 +28,4 @@
       have a4 : e k = -∑ j ∈ Finset.univ.erase k, e j := by linarith
       have a5 : |e k| = |∑ j ∈ Finset.univ.erase k, e j| := by rw [a4, abs_neg]
-      simp only at a2
       linarith
     have hz : ∑ k, |e k| * (√m - |e k|) = 0 := by
```
